# For fixed error vectors, a larger penalty on the squared coefficient norm in DIIS cannot increase that norm or decrease the extrapolated residual norm

Let c and d minimise ‖∑ᵢ aᵢeᵢ‖² + ε ∑ᵢ aᵢ² over real coefficients a with ∑ᵢ aᵢ = 1, for the same finite family of error vectors eᵢ, at ε = ε₁ and ε = ε₂ respectively. If 0 ≤ ε₁ < ε₂, then ∑ᵢ dᵢ² ≤ ∑ᵢ cᵢ² and ‖∑ᵢ cᵢeᵢ‖ ≤ ‖∑ᵢ dᵢeᵢ‖.

```lean
import Mathlib

open Finset

namespace RegularisedDIIS

noncomputable section

variable {ι E : Type*} [Fintype ι] [NormedAddCommGroup E] [InnerProductSpace ℝ E]

/-- The extrapolated residual: the error vectors combined with coefficients `c`. -/
def residual (e : ι → E) (c : ι → ℝ) : E := ∑ i, c i • e i

/-- The coefficient weight: the squared Euclidean norm of the coefficients. -/
def weight (c : ι → ℝ) : ℝ := ∑ i, c i ^ 2

/-- The regularised DIIS objective: squared residual norm plus `ε` times the weight. -/
def objective (ε : ℝ) (e : ι → E) (c : ι → ℝ) : ℝ :=
  ‖residual e c‖ ^ 2 + ε * weight c

/-- The coefficients `c` sum to one and minimise the regularised objective among all
coefficients that sum to one. -/
def IsSolution (ε : ℝ) (e : ι → E) (c : ι → ℝ) : Prop :=
  ∑ i, c i = 1 ∧ ∀ a : ι → ℝ, ∑ i, a i = 1 → objective ε e c ≤ objective ε e a

/-- Exchange rate: between two regularisation strengths, the gain in squared residual norm
lies between `ε₁` and `ε₂` times the loss in coefficient weight. -/
theorem exchange_rate {ε₁ ε₂ : ℝ} {e : ι → E} {c d : ι → ℝ}
    (hc : IsSolution ε₁ e c) (hd : IsSolution ε₂ e d) :
    ε₁ * (weight c - weight d) ≤ ‖residual e d‖ ^ 2 - ‖residual e c‖ ^ 2 ∧
      ‖residual e d‖ ^ 2 - ‖residual e c‖ ^ 2 ≤ ε₂ * (weight c - weight d) := by
  -- each minimiser is a trial vector for the other problem
  have h1 := hc.2 d hd.1
  have h2 := hd.2 c hc.1
  unfold objective at h1 h2
  constructor <;> linarith

/-- Regularisation trade-off: for non-negative strengths, a stronger regularisation does not
increase the coefficient weight and does not decrease the norm of the extrapolated residual. -/
theorem regularisation_tradeoff {ε₁ ε₂ : ℝ} (h0 : 0 ≤ ε₁) (h12 : ε₁ < ε₂)
    {e : ι → E} {c d : ι → ℝ}
    (hc : IsSolution ε₁ e c) (hd : IsSolution ε₂ e d) :
    weight d ≤ weight c ∧ ‖residual e c‖ ≤ ‖residual e d‖ := by
  obtain ⟨hl, hu⟩ := exchange_rate hc hd
  -- the two ends of the exchange rate order the weights
  have hw : weight d ≤ weight c := by
    by_contra h
    have h' : 0 < weight d - weight c := by linarith [not_le.mp h]
    have := mul_pos (sub_pos.mpr h12) h'
    linarith
  refine ⟨hw, ?_⟩
  -- the lower end then orders the residuals
  have hp := mul_nonneg h0 (sub_nonneg.mpr hw)
  by_contra h
  have h' := not_le.mp h
  nlinarith [norm_nonneg (residual e d), norm_nonneg (residual e c)]

/-- For positive regularisation strengths, the coefficient weight is unchanged exactly when
the residual norm is unchanged. -/
theorem weight_eq_iff_residual_eq {ε₁ ε₂ : ℝ} (h0 : 0 < ε₁) (h12 : ε₁ < ε₂)
    {e : ι → E} {c d : ι → ℝ}
    (hc : IsSolution ε₁ e c) (hd : IsSolution ε₂ e d) :
    weight d = weight c ↔ ‖residual e d‖ = ‖residual e c‖ := by
  obtain ⟨hl, hu⟩ := exchange_rate hc hd
  obtain ⟨hw, hr⟩ := regularisation_tradeoff h0.le h12 hc hd
  constructor
  · intro h
    rw [h, sub_self, mul_zero] at hu
    refine le_antisymm ?_ hr
    by_contra h'
    have h'' := not_le.mp h'
    nlinarith [norm_nonneg (residual e d), norm_nonneg (residual e c)]
  · intro h
    rw [h, sub_self] at hl
    refine le_antisymm hw ?_
    by_contra h'
    have := mul_pos h0 (sub_pos.mpr (not_le.mp h'))
    linarith

/-- The increase of the minimal objective lies between the increase of the regularisation
strength times the new weight and the same increase times the old weight. -/
theorem optimal_value_bounds {ε₁ ε₂ : ℝ} {e : ι → E} {c d : ι → ℝ}
    (hc : IsSolution ε₁ e c) (hd : IsSolution ε₂ e d) :
    (ε₂ - ε₁) * weight d ≤ objective ε₂ e d - objective ε₁ e c ∧
      objective ε₂ e d - objective ε₁ e c ≤ (ε₂ - ε₁) * weight c := by
  have h1 := hc.2 d hd.1
  have h2 := hd.2 c hc.1
  unfold objective at *
  constructor <;> linarith

/-- For `ε > 0`, among admissible coefficients whose residual norm is no larger than that of a
regularised solution, none has a smaller weight than the solution. -/
theorem weight_le_of_residual_le {ε : ℝ} (hε : 0 < ε) {e : ι → E} {c a : ι → ℝ}
    (hc : IsSolution ε e c) (ha : ∑ i, a i = 1)
    (hr : ‖residual e a‖ ≤ ‖residual e c‖) : weight c ≤ weight a := by
  have h1 := hc.2 a ha
  unfold objective at h1
  have h2 : ‖residual e a‖ ^ 2 ≤ ‖residual e c‖ ^ 2 :=
    pow_le_pow_left₀ (norm_nonneg _) hr 2
  by_contra h
  have := mul_pos hε (sub_pos.mpr (not_le.mp h))
  linarith

/-- Two scalar errors, `0` and `1`. -/
def twoErrors : Fin 2 → ℝ := ![0, 1]

/-- The coefficients `(1 - t, t)` with `t = ε / (1 + 2 ε)`. -/
def twoCoeffs (ε : ℝ) : Fin 2 → ℝ := ![1 - ε / (1 + 2 * ε), ε / (1 + 2 * ε)]

/-- For `ε ≥ 0` and the errors `0` and `1`, the coefficients `(1 - t, t)` with `t = ε / (1 + 2 ε)`
solve the regularised DIIS problem. -/
theorem isSolution_witness {ε : ℝ} (hε : 0 ≤ ε) :
    IsSolution ε twoErrors (twoCoeffs ε) := by
  have hpos : 0 < 1 + 2 * ε := by linarith
  have hobj : ∀ b : Fin 2 → ℝ,
      objective ε twoErrors b = b 1 ^ 2 + ε * (b 0 ^ 2 + b 1 ^ 2) := by
    intro b
    simp [objective, residual, weight, twoErrors, Fin.sum_univ_two]
  refine ⟨by simp [twoCoeffs, Fin.sum_univ_two], fun a ha => ?_⟩
  rw [Fin.sum_univ_two] at ha
  have ha0 : a 0 = 1 - a 1 := by linarith
  have ht : ε / (1 + 2 * ε) * (1 + 2 * ε) = ε := div_mul_cancel₀ _ hpos.ne'
  have e0 : twoCoeffs ε 0 = 1 - ε / (1 + 2 * ε) := rfl
  have e1 : twoCoeffs ε 1 = ε / (1 + 2 * ε) := rfl
  rw [hobj, hobj, ha0, e0, e1]
  generalize ε / (1 + 2 * ε) = t at ht ⊢
  -- complete the square around the stationary point
  have key : (a 1 ^ 2 + ε * ((1 - a 1) ^ 2 + a 1 ^ 2)) -
      (t ^ 2 + ε * ((1 - t) ^ 2 + t ^ 2)) = (1 + 2 * ε) * (a 1 - t) ^ 2 := by
    linear_combination 2 * (a 1 - t) * ht
  have := mul_nonneg hpos.le (sq_nonneg (a 1 - t))
  linarith

/-- For the errors `0` and `1` and non-negative strengths, a stronger regularisation strictly lowers
the weight of the coefficients `(1 - t, t)` and strictly raises their residual norm. -/
theorem strict_tradeoff_two_errors {ε₁ ε₂ : ℝ} (h0 : 0 ≤ ε₁) (h12 : ε₁ < ε₂) :
    weight (twoCoeffs ε₂) < weight (twoCoeffs ε₁) ∧
      ‖residual twoErrors (twoCoeffs ε₁)‖ < ‖residual twoErrors (twoCoeffs ε₂)‖ := by
  have p1 : 0 < 1 + 2 * ε₁ := by linarith
  have p2 : 0 < 1 + 2 * ε₂ := by linarith
  have hw : ∀ ε : ℝ, weight (twoCoeffs ε) =
      (1 - ε / (1 + 2 * ε)) ^ 2 + (ε / (1 + 2 * ε)) ^ 2 := by
    intro ε
    simp [weight, twoCoeffs, Fin.sum_univ_two]
  have hr : ∀ ε : ℝ, residual twoErrors (twoCoeffs ε) = ε / (1 + 2 * ε) := by
    intro ε
    simp [residual, twoErrors, twoCoeffs, Fin.sum_univ_two]
  -- the second coefficient grows with the regularisation but stays below one half
  have hlt : ε₁ / (1 + 2 * ε₁) < ε₂ / (1 + 2 * ε₂) := by
    rw [div_lt_div_iff₀ p1 p2]
    linarith
  have hhalf : ε₂ / (1 + 2 * ε₂) < 1 / 2 := by
    rw [div_lt_iff₀ p2]
    linarith
  have hn1 : 0 ≤ ε₁ / (1 + 2 * ε₁) := div_nonneg h0 p1.le
  rw [hw, hw, hr, hr, Real.norm_of_nonneg hn1, Real.norm_of_nonneg (hn1.trans hlt.le)]
  refine ⟨?_, hlt⟩
  generalize ε₁ / (1 + 2 * ε₁) = s at *
  generalize ε₂ / (1 + 2 * ε₂) = t at *
  have hst : 0 < 1 - s - t := by linarith
  nlinarith [mul_pos (sub_pos.mpr hlt) hst]

end

end RegularisedDIIS
```

```lean
#print axioms RegularisedDIIS.weight_eq_iff_residual_eq
#print axioms RegularisedDIIS.optimal_value_bounds
#print axioms RegularisedDIIS.weight_le_of_residual_le
#print axioms RegularisedDIIS.strict_tradeoff_two_errors
```

```
'RegularisedDIIS.weight_eq_iff_residual_eq' depends on axioms: [propext, Classical.choice, Quot.sound]
'RegularisedDIIS.optimal_value_bounds' depends on axioms: [propext, Classical.choice, Quot.sound]
'RegularisedDIIS.weight_le_of_residual_le' depends on axioms: [propext, Classical.choice, Quot.sound]
'RegularisedDIIS.strict_tradeoff_two_errors' depends on axioms: [propext, Classical.choice, Quot.sound]
```

## The regularised DIIS problem in Lean

DIIS keeps a short history of iterates, each with an error vector eᵢ that vanishes at convergence. In a self-consistent field calculation this is often the commutator of the Fock and density matrices in an orthonormal basis. The method looks for coefficients that sum to one and make the combined error small. Three functions of a coefficient vector a describe the regularised version:

r(a) = ∑ᵢ aᵢeᵢ

w(a) = ∑ᵢ aᵢ²

J_ε(a) = ‖r(a)‖² + ε w(a)

In Lean these are `residual`, `weight` and `objective`. The errors live in a real inner product space `E`, which may have infinite dimension, and the finite type `ι` labels the stored iterates. The weight is the square of the Euclidean norm of the coefficients, so ordering the weights is the same as ordering the norms.

The predicate `IsSolution ε e c` says that c sums to one and that J_ε(c) ≤ J_ε(a) for every a that sums to one. It refers to the minimisation itself, not to a linear system with a Lagrange multiplier, and it does not require the minimiser to be unique. At ε = 0 it describes unregularised DIIS, where affinely dependent errors allow many minimisers; the inequalities then hold for whichever one is chosen.

The parameter ε stands for the price put on large coefficients. It has the units of a squared error. In terms of the matrix Bᵢⱼ = ⟨eᵢ, eⱼ⟩, the penalty adds ε to each diagonal element, which improves the conditioning when the stored errors are nearly dependent. Large coefficients of opposite sign can cancel the errors in the linear model while amplifying noise and nonlinear effects in the extrapolated iterate.

For a DIIS step in electronic structure, the result says which way the two quantities can move when ε is raised, with the history held fixed and the residual predicted linearly. It does not say which ε makes the whole nonlinear iteration converge fastest. Nor do the general theorems construct minimisers: they take c and d as given solutions.

## Each minimiser as a trial vector for the other problem

Both c and d sum to one, so each is admissible in the other's problem. Minimality of c at ε₁ and of d at ε₂ gives

‖r(c)‖² + ε₁ w(c) ≤ ‖r(d)‖² + ε₁ w(d)

‖r(d)‖² + ε₂ w(d) ≤ ‖r(c)‖² + ε₂ w(c).

Rearranging the two lines yields a two-sided bound:

ε₁ (w(c) − w(d)) ≤ ‖r(d)‖² − ‖r(c)‖² ≤ ε₂ (w(c) − w(d)).

This is `exchange_rate`. The squared residual given up lies between ε₁ and ε₂ times the weight saved. The Lean proof applies each minimality condition to the other solution, unfolds the objective and leaves the rearrangement to `linarith`.

Comparing the two ends gives

0 ≤ (ε₂ − ε₁)(w(c) − w(d)).

Since ε₂ − ε₁ > 0, it follows that w(d) ≤ w(c). The left end of the two-sided bound is then non-negative, because ε₁ ≥ 0, and so ‖r(c)‖² ≤ ‖r(d)‖². Norms are non-negative, so the same order holds without the squares.

The theorem `regularisation_tradeoff` follows these steps, with each inequality proved by contradiction. If w(d) exceeded w(c), the product of two positive numbers, ε₂ − ε₁ and w(d) − w(c), would contradict the two-sided bound. For the residuals, `nlinarith` makes the passage from squares to norms. The sign of ε₁ enters only in this second half.

## Equality, optimal values and the least weight

For ε₁ > 0, the theorem `weight_eq_iff_residual_eq` says that the weights agree exactly when the residual norms agree. If w(c) = w(d), both ends of the two-sided bound are zero, and so is the difference of squared residuals between them. If instead the residual norms agree, the left end gives ε₁ (w(c) − w(d)) ≤ 0, hence w(c) ≤ w(d), and the opposite inequality is already known.

Positivity matters here. With two identical errors and ε₁ = 0, the vector (1, 0) is a minimiser, while every ε₂ > 0 selects (1/2, 1/2). The residual is the same, but the weight falls from 1 to 1/2.

The same comparisons control the optimal objective:

J_ε₂(d) ≤ J_ε₂(c) = J_ε₁(c) + (ε₂ − ε₁) w(c)

J_ε₁(c) ≤ J_ε₁(d) = J_ε₂(d) − (ε₂ − ε₁) w(d).

Together they give the statement of `optimal_value_bounds`:

(ε₂ − ε₁) w(d) ≤ J_ε₂(d) − J_ε₁(c) ≤ (ε₂ − ε₁) w(c).

Finally, let c be a solution at some ε > 0, and let a be any vector that sums to one and satisfies ‖r(a)‖ ≤ ‖r(c)‖. Minimality of c gives

ε (w(c) − w(a)) ≤ ‖r(a)‖² − ‖r(c)‖² ≤ 0,

so w(c) ≤ w(a). This is `weight_le_of_residual_le`: a regularised solution has the least weight among all admissible vectors that do at least as well on the residual. The Lean proof squares the residual inequality with `pow_le_pow_left₀` and then excludes a smaller weight by contradiction.

## One stored error, and the errors 0 and 1

With a single stored error the constraint forces the coefficient to be 1. Every ε gives the same solution, and both inequalities are equalities.

Two scalar errors, e₀ = 0 and e₁ = 1, already show a strict trade-off. The constraint gives a₀ = 1 − a₁, and the objective becomes

J_ε(a) = a₁² + ε ((1 − a₁)² + a₁²).

Setting its derivative with respect to a₁ to zero gives (1 + 2ε) a₁ = ε, so the stationary point is t = ε/(1 + 2ε). Completing the square shows that it is the minimum for ε ≥ 0:

J_ε(a) − J_ε(1 − t, t) = (1 + 2ε)(a₁ − t)² ≥ 0.

In `isSolution_witness`, `generalize` replaces the fraction by t while keeping the relation t(1 + 2ε) = ε, and `linear_combination` uses that relation to verify the square identity. The example also shows that the hypotheses of the trade-off theorem are satisfied by actual solutions for every pair 0 ≤ ε₁ < ε₂.

To compare two strengths, write s = ε₁/(1 + 2ε₁) and t = ε₂/(1 + 2ε₂). Cross-multiplication reduces s < t to ε₁ < ε₂, and t < 1/2 because 2ε₂ < 1 + 2ε₂. The residual norms are s and t, so the residual strictly increases. For the weights,

w(1 − s, s) − w(1 − t, t) = 2(t − s)(1 − s − t) > 0,

since s and t are both below 1/2. The theorem `strict_tradeoff_two_errors` proves both strict inequalities, and its last step passes the positive product (t − s)(1 − s − t) to `nlinarith`.

At ε = 0 the solution is (1, 0): only the iterate with zero error is used. As ε grows without bound, the coefficients tend to (1/2, 1/2), the residual norm rises towards 1/2, and the coefficient weight falls from 1 towards 1/2. A very strong penalty therefore approaches plain averaging of the two stored iterates, even though one of them has no error at all.
